# The antisymmetrized trace of a positive even number of finite matrices is zero

The theorem `trace_antisymmetrized_even` concerns 2k complex square matrices of the same finite size, with k at least 1, which one may read as operators on a finite-dimensional state space. If the trace of their product is summed over all orderings, each weighted with the sign of the permutation, the result is zero; for two matrices this says that the trace of a commutator vanishes. The matrices are otherwise arbitrary, and the sum carries no normalising factor. The proof applies the file's general result on cyclic linear functionals to the trace: moving the first factor to the end leaves the trace unchanged, but for an even number of factors it is an odd permutation, so the sum equals its own negative. It then remains to rewrite that result into the form of the statement.

As first written in Lean, the proof fails:

```lean
import Mathlib

open Matrix

namespace AntisymmetrizedTrace

/-- The product of the operators `A 0, A 1, ..., A (n-1)` in this order. -/
def orderedProd {R : Type*} [Ring R] {n : ℕ} (A : Fin n → R) : R :=
  (List.ofFn A).prod

/-- The antisymmetrized product: the sum of the products in all orders, each weighted with
the sign of the permutation. -/
def antisymProd {R : Type*} [Ring R] {n : ℕ} (A : Fin n → R) : R :=
  ∑ s : Equiv.Perm (Fin n),
    ((Equiv.Perm.sign s : ℤˣ) : ℤ) • orderedProd (fun i => A (s i))

/-- A cyclic linear functional does not change when the first factor of an ordered product
is moved to the end. -/
theorem cyclic_shift {R : Type*} [Ring R] [Algebra ℂ R] (τ : R →ₗ[ℂ] ℂ)
    (hτ : ∀ a b, τ (a * b) = τ (b * a)) {n : ℕ} (A : Fin (n + 1) → R) :
    τ (orderedProd (fun i => A (finRotate (n + 1) i))) = τ (orderedProd A) := by
  have hc : ∀ i : Fin n, finRotate (n + 1) i.castSucc = i.succ := by
    intro i
    ext
    rw [coe_finRotate_of_ne_last (Fin.castSucc_lt_last i).ne]
    simp
  -- split off the last factor on the left and the first factor on the right
  have h1 : orderedProd (fun i => A (finRotate (n + 1) i))
      = orderedProd (fun i : Fin n => A i.succ) * A 0 := by
    unfold orderedProd
    rw [List.ofFn_succ', List.concat_eq_append, List.prod_append, List.prod_singleton]
    simp only [hc, finRotate_last]
  have h2 : orderedProd A = A 0 * orderedProd (fun i : Fin n => A i.succ) := by
    unfold orderedProd
    rw [List.ofFn_succ, List.prod_cons]
  rw [h1, h2, hτ]

/-- A cyclic linear functional vanishes on the antisymmetrized product of `n + 1` operators
when `n` is odd. -/
theorem cyclic_antisymProd_eq_zero {R : Type*} [Ring R] [Algebra ℂ R] (τ : R →ₗ[ℂ] ℂ)
    (hτ : ∀ a b, τ (a * b) = τ (b * a)) {n : ℕ} (hn : Odd n) (A : Fin (n + 1) → R) :
    τ (antisymProd A) = 0 := by
  have h : τ (antisymProd A) = -τ (antisymProd A) := by
    have e : τ (antisymProd A) = ∑ s : Equiv.Perm (Fin (n + 1)),
        ((Equiv.Perm.sign s : ℤˣ) : ℤ) • τ (orderedProd (fun i => A (s i))) := by
      simp only [antisymProd, map_sum, map_zsmul]
    rw [e, ← Finset.sum_neg_distrib]
    -- compose every permutation with the cyclic shift, which is odd
    refine (Equiv.sum_comp (Equiv.mulRight (finRotate (n + 1))) _).symm.trans ?_
    refine Finset.sum_congr rfl fun s _ => ?_
    have hc := cyclic_shift τ hτ (fun i => A (s i))
    have hs : ((Equiv.Perm.sign (s * finRotate (n + 1)) : ℤˣ) : ℤ)
        = -((Equiv.Perm.sign s : ℤˣ) : ℤ) := by
      rw [Equiv.Perm.sign_mul, sign_finRotate, Nat.add_sub_cancel, hn.neg_one_pow]
      simp
    simp only [Equiv.coe_mulRight, hs, Equiv.Perm.mul_apply, hc, neg_smul]
  linear_combination h / 2

/-- For a positive even number of complex square matrices, the signed sum over all orderings
of the trace of their product is zero. -/
theorem trace_antisymmetrized_even {m : Type*} [Fintype m] [DecidableEq m] {k : ℕ}
    (hk : 1 ≤ k) (A : Fin (2 * k) → Matrix m m ℂ) :
    ∑ s : Equiv.Perm (Fin (2 * k)), (((Equiv.Perm.sign s : ℤˣ) : ℤ) : ℂ) *
      trace (List.ofFn (fun i => A (s i))).prod = 0 := by
  obtain ⟨j, rfl⟩ : ∃ j, k = j + 1 := ⟨k - 1, by omega⟩
  have h := cyclic_antisymProd_eq_zero (traceLinearMap m ℂ ℂ)
    (fun a b => trace_mul_comm a b) (n := 2 * j + 1) ⟨j, rfl⟩ A
  simp only [antisymProd, map_sum, map_zsmul, zsmul_eq_mul, traceLinearMap_apply] at h
  exact h

end AntisymmetrizedTrace
```

Messages:

```
Main.lean:69:2: error: Type mismatch
  h
has type
  ∑ x, (↑↑(Equiv.Perm.sign x) * orderedProd fun i => A (x i)).trace = 0
but is expected to have type
  ∑ s, ↑↑(Equiv.Perm.sign s) * (List.ofFn fun i => A (s i)).prod.trace = 0
Main.lean:68:35: warning: This simp argument is unused:
  map_zsmul

Hint: Omit it from the simp argument list.
  [apply] simp only [antisymProd, map_sum, zsmul_eq_mul, traceLinearMap_apply] at h

Note: This linter can be disabled with `set_option linter.unusedSimpArgs false`
```

The error says that `h` still has the sign inside the trace, multiplying the matrix product, while the goal has it outside, multiplying a complex number. `simp` simplifies the inside of an expression before the whole. So `zsmul_eq_mul` first turned the integer multiple of a matrix into a product of matrices, the sign being cast to a matrix. `map_zsmul`, which takes an integer multiple out of a linear map, then found no such multiple left, which is why the warning calls it unused.

The repair splits the call in two. The first `simp only` has no `zsmul_eq_mul`, so `map_zsmul` can bring the sign out of the trace. The second then turns the integer multiple, now of a complex number, into the multiplication the goal asks for.

The message also shows `orderedProd` in `h` where the goal has the product of a list. This needs no change, since the two are equal by definition and `exact h` accepts them.

After these edits no error is left:

```diff
@@ -66,5 +66,6 @@
   have h := cyclic_antisymProd_eq_zero (traceLinearMap m ℂ ℂ)
     (fun a b => trace_mul_comm a b) (n := 2 * j + 1) ⟨j, rfl⟩ A
-  simp only [antisymProd, map_sum, map_zsmul, zsmul_eq_mul, traceLinearMap_apply] at h
+  simp only [antisymProd, map_sum, map_zsmul] at h
+  simp only [zsmul_eq_mul, traceLinearMap_apply] at h
   exact h
 
```
